# The character sum (d/|G|) ∑ χ(g) g of a real matrix representation commutes with the whole group algebra

In quantum mechanics, sums over a symmetry group weighted by characters are used to sort states by symmetry type. Here G is a finite group, D a representation of it by real d × d matrices, and χ(g) the trace of D(g); D need not be irreducible or orthogonal, and the lemma does not say that the sums are idempotent. It states that the element (d/|G|) ∑ χ(g) g of the real group algebra is the sum of the diagonal elements P_ii = (d/|G|) ∑ D_ii(g) g, and that it commutes with every element of the algebra. The attempt proves the first part by writing out the trace and exchanging two finite sums. For the second it uses induction on the algebra element `x`, treating group elements, sums and scalar multiples in turn, with the constancy of the trace under conjugation settling the first case.

This version doesn't compile in Lean 4 with Mathlib:

```lean
import Mathlib

open Matrix Equiv

namespace CharProjCentral

noncomputable section

variable {G n : Type*} [Group G] [Fintype G] [Fintype n] [DecidableEq n]

/-- The operator `P_ij = (d/|G|) ∑ D_ij(g) g` in the real group algebra. -/
def proj (D : G →* Matrix n n ℝ) (i j : n) : MonoidAlgebra ℝ G :=
  ((Fintype.card n : ℝ) / Fintype.card G) • ∑ g, D g i j • MonoidAlgebra.of ℝ G g

/-- The character projector `(d/|G|) ∑ χ(g) g`, built from the traces `χ(g)` of `D(g)`. -/
def charProj (D : G →* Matrix n n ℝ) : MonoidAlgebra ℝ G :=
  ((Fintype.card n : ℝ) / Fintype.card G) • ∑ g, (D g).trace • MonoidAlgebra.of ℝ G g

variable {D : G →* Matrix n n ℝ}

/-- The character projector is the sum of the diagonal `P_ii`, and it commutes with the whole
group algebra. -/
theorem charProj_central (D : G →* Matrix n n ℝ) :
    charProj D = ∑ i, proj D i i ∧ ∀ x, charProj D * x = x * charProj D := by
  constructor
  · simp only [charProj, proj, Matrix.trace, Matrix.diag_apply, Finset.sum_smul,
      ← Finset.smul_sum]
    rw [Finset.sum_comm]
  · intro x
    refine MonoidAlgebra.induction_on x ?_ ?_ ?_
    · intro g
      simp only [charProj, smul_mul_assoc, mul_smul_comm, Finset.sum_mul, Finset.mul_sum]
      congr 1
      symm
      -- the trace is constant on conjugacy classes
      refine Fintype.sum_equiv (MulAut.conj g).toEquiv _ _ fun h => ?_
      have ht : (D (g * h * g⁻¹)).trace = (D h).trace := by
        rw [map_mul, Matrix.trace_mul_comm, ← map_mul, inv_mul_cancel_left]
      change (D h).trace • (MonoidAlgebra.of ℝ G g * MonoidAlgebra.of ℝ G h) =
        (D (g * h * g⁻¹)).trace •
          (MonoidAlgebra.of ℝ G (g * h * g⁻¹) * MonoidAlgebra.of ℝ G g)
      rw [ht, ← map_mul (MonoidAlgebra.of ℝ G), ← map_mul (MonoidAlgebra.of ℝ G),
        inv_mul_cancel_right]
    · intro a b ha hb
      rw [mul_add, add_mul, ha, hb]
    · intro r a ha
      rw [mul_smul_comm, smul_mul_assoc, ha]

end

end CharProjCentral
```

Compiling this gives:

```
Main.lean:30:4: error: Type mismatch
  MonoidAlgebra.induction_on x ?m.68 ?m.69 ?m.70
has type
  ?m.67 x
but is expected to have type
  charProj D * x = x * charProj D
```

Cause. The error is in how the induction is set up. `MonoidAlgebra.induction_on` proves a statement of the form `p x` for a predicate `p`, which Lean must find for itself. In the message `p` appears as the unknown `?m.67`. Under `refine`, Lean had to find it by matching `?m.67 x` with the goal `charProj D * x = x * charProj D`, and this match failed. The goal does have the required form, with `p` the property of commuting with `charProj D`, but Lean did not find that predicate.

The repair calls the same principle through `induction x using MonoidAlgebra.induction_on`. This tactic builds the predicate from the goal, by treating the goal as a statement about a variable `x`, so nothing is left to be guessed.

The other changes follow from this one. `induction` has already introduced the variables and hypotheses of each case, but without names the proof can use, so `rename_i` takes the place of `intro` and names them. The arguments within the three cases are unchanged.

The repair, with which the file compiles:

```diff
@@ -28,6 +28,6 @@
     rw [Finset.sum_comm]
   · intro x
-    refine MonoidAlgebra.induction_on x ?_ ?_ ?_
-    · intro g
+    induction x using MonoidAlgebra.induction_on
+    · rename_i g
       simp only [charProj, smul_mul_assoc, mul_smul_comm, Finset.sum_mul, Finset.mul_sum]
       congr 1
@@ -42,7 +42,7 @@
       rw [ht, ← map_mul (MonoidAlgebra.of ℝ G), ← map_mul (MonoidAlgebra.of ℝ G),
         inv_mul_cancel_right]
-    · intro a b ha hb
+    · rename_i a b ha hb
       rw [mul_add, add_mul, ha, hb]
-    · intro r a ha
+    · rename_i r a ha
       rw [mul_smul_comm, smul_mul_assoc, ha]
 
```
